# Symmetrised boson basis states have squared norm $\prod_s n_s!/N!$ and are orthogonal when their occupations differ

A state of $N$ particles in $d$ orthonormal modes is modelled here as a complex function on configurations, where a configuration $x$ assigns to each labelled particle $i$ the mode $x(i)$ that it occupies. The particles therefore carry labels at first, and bosonic states are obtained by averaging over all ways of permuting them.

In Lean 4 with Mathlib:

```lean
import Mathlib

open Finset ComplexConjugate

namespace BosonOccupationNorm

noncomputable section

variable {N d : ℕ}

/-- A wavefunction of `N` particles in `d` modes: one amplitude per configuration. -/
abbrev State (N d : ℕ) := (Fin N → Fin d) → ℂ

/-- The basis vector `e_x`, in which particle `i` occupies mode `x i`. -/
def basisState (x : Fin N → Fin d) : State N d := fun z => if z = x then 1 else 0

/-- The action of a permutation of the particles on a wavefunction. -/
def permute (σ : Equiv.Perm (Fin N)) (ψ : State N d) : State N d := fun z => ψ (z ∘ σ)

/-- The symmetriser: the average of a wavefunction over all particle permutations. -/
def symmetrise (ψ : State N d) : State N d :=
  fun z => (∑ σ : Equiv.Perm (Fin N), permute σ ψ z) / (N.factorial : ℂ)

/-- The inner product of two wavefunctions, conjugate-linear in the first. -/
def overlap (φ ψ : State N d) : ℂ := ∑ z, conj (φ z) * ψ z

/-- The occupation number of mode `s`: how many particles sit in it. -/
def occ (x : Fin N → Fin d) (s : Fin d) : ℕ := (univ.filter fun i => x i = s).card

/-- The product of the factorials of all occupation numbers. -/
def occFactorial (x : Fin N → Fin d) : ℕ := ∏ s, (occ x s).factorial

/-- A symmetrised wavefunction does not change when the particles are relabelled. -/
theorem symmetrise_comp (ψ : State N d) (z : Fin N → Fin d) (τ : Equiv.Perm (Fin N)) :
    symmetrise ψ (z ∘ τ) = symmetrise ψ z := by
  unfold symmetrise
  congr 1
  exact Fintype.sum_equiv (Equiv.mulLeft τ) _ _ (fun σ => rfl)

/-- The amplitude of the symmetrised `e_y` at `x` is the fraction of permutations
that carry `x` to `y`. -/
theorem symmetrise_basisState (x y : Fin N → Fin d) :
    symmetrise (basisState y) x =
      ((univ.filter fun σ : Equiv.Perm (Fin N) => x ∘ σ = y).card : ℂ) / N.factorial := by
  simp only [symmetrise, permute, basisState, Finset.sum_boole]

/-- The overlap of the symmetrised `e_x` with a symmetrised wavefunction is the
amplitude of the latter at `x`. -/
theorem overlap_symmetrise (x : Fin N → Fin d) (ψ : State N d) :
    overlap (symmetrise (basisState x)) (symmetrise ψ) = symmetrise ψ x := by
  have hN : (N.factorial : ℂ) ≠ 0 := Nat.cast_ne_zero.mpr N.factorial_ne_zero
  -- each permutation selects a single configuration, a relabelling of `x`
  have hσ : ∀ σ : Equiv.Perm (Fin N),
      ∑ z : Fin N → Fin d, (if z ∘ σ = x then (1 : ℂ) else 0) * symmetrise ψ z
        = symmetrise ψ x := by
    intro σ
    rw [Finset.sum_eq_single (x ∘ σ.symm)]
    · have h : (x ∘ σ.symm) ∘ σ = x := by
        funext i
        simp
      rw [if_pos h, one_mul, symmetrise_comp ψ x σ.symm]
    · intro z _ hz
      rw [if_neg, zero_mul]
      intro h
      apply hz
      funext i
      rw [← h]
      simp
    · intro h
      exact absurd (Finset.mem_univ _) h
  -- the amplitudes of the symmetrised basis vector are real
  have hreal : ∀ z, conj (symmetrise (basisState x) z) = symmetrise (basisState x) z := by
    intro z
    rw [symmetrise_basisState, map_div₀, map_natCast, map_natCast]
  calc overlap (symmetrise (basisState x)) (symmetrise ψ)
      = ∑ z : Fin N → Fin d, (∑ σ : Equiv.Perm (Fin N),
          if z ∘ σ = x then (1 : ℂ) else 0) / (N.factorial : ℂ) * symmetrise ψ z :=
        Finset.sum_congr rfl fun z _ => by rw [hreal]; rfl
    _ = (∑ σ : Equiv.Perm (Fin N), ∑ z : Fin N → Fin d,
          (if z ∘ σ = x then (1 : ℂ) else 0) * symmetrise ψ z) / (N.factorial : ℂ) := by
        rw [Finset.sum_comm, Finset.sum_div]
        refine Finset.sum_congr rfl fun z _ => ?_
        rw [← Finset.sum_mul]
        ring
    _ = symmetrise ψ x := by
        simp only [hσ]
        rw [Finset.sum_const, Finset.card_univ, Fintype.card_perm, Fintype.card_fin,
          nsmul_eq_mul, mul_div_cancel_left₀ _ hN]

/-- Two configurations have the same occupation numbers exactly when a permutation of
the particles turns one into the other. -/
theorem occ_eq_iff (x y : Fin N → Fin d) :
    occ x = occ y ↔ ∃ σ : Equiv.Perm (Fin N), x ∘ σ = y := by
  constructor
  · intro h
    -- match the particles mode by mode
    have e : ∀ s, Nonempty ({i // y i = s} ≃ {i // x i = s}) := fun s =>
      ⟨Fintype.equivOfCardEq (by
        rw [Fintype.card_subtype, Fintype.card_subtype]
        exact (congrFun h s).symm)⟩
    refine ⟨(Equiv.sigmaFiberEquiv y).symm.trans
      ((Equiv.sigmaCongrRight fun s => (e s).some).trans (Equiv.sigmaFiberEquiv x)), ?_⟩
    funext i
    exact ((e (y i)).some ⟨i, rfl⟩).2
  · rintro ⟨σ, rfl⟩
    funext s
    exact (Finset.card_equiv σ (by simp)).symm

/-- The number of particle permutations that leave a configuration unchanged is the
product of the factorials of its occupation numbers. -/
theorem card_fixing (x : Fin N → Fin d) :
    (univ.filter fun σ : Equiv.Perm (Fin N) => x ∘ σ = x).card = occFactorial x := by
  have h : Fintype.card {σ : Equiv.Perm (Fin N) // x ∘ σ = x}
      = ∏ s, (Fintype.card {i // x i = s}).factorial := by
    exact DomMulAct.stabilizer_card x
  simp only [Fintype.card_subtype] at h
  exact h

/-- The overlap of two symmetrised basis vectors is `(∏ n_s!) / N!` if their occupation
numbers agree, and zero otherwise. -/
theorem overlap_basisStates (x y : Fin N → Fin d) :
    overlap (symmetrise (basisState x)) (symmetrise (basisState y)) =
      if occ x = occ y then (occFactorial x : ℂ) / N.factorial else 0 := by
  rw [overlap_symmetrise]
  split_ifs with h
  · obtain ⟨σ, hσ⟩ := (occ_eq_iff x y).mp h
    have hf : occFactorial y = occFactorial x := by
      unfold occFactorial
      rw [h]
    rw [← symmetrise_comp _ x σ, hσ, symmetrise_basisState, card_fixing, hf]
  · -- no permutation connects the two configurations
    rw [symmetrise_basisState, Finset.filter_false_of_mem, Finset.card_empty,
      Nat.cast_zero, zero_div]
    intro σ _ hσ
    exact h ((occ_eq_iff x y).mpr ⟨σ, hσ⟩)

/-- The symmetrised basis vector `e_x` has squared norm `(∏ n_s!) / N!`, and it is
orthogonal to every symmetrised `e_y` with different occupation numbers. -/
theorem symmetrised_norm_and_orthogonality (x : Fin N → Fin d) :
    ∑ z, ‖symmetrise (basisState x) z‖ ^ 2 = (occFactorial x : ℝ) / N.factorial ∧
    ∀ y : Fin N → Fin d, occ x ≠ occ y →
      overlap (symmetrise (basisState x)) (symmetrise (basisState y)) = 0 := by
  constructor
  · have h := overlap_basisStates x x
    rw [if_pos rfl] at h
    unfold overlap at h
    simp only [Complex.conj_mul'] at h
    apply Complex.ofReal_injective
    rw [Complex.ofReal_div, Complex.ofReal_natCast, Complex.ofReal_natCast,
      Complex.ofReal_sum]
    exact (Finset.sum_congr rfl fun z _ => Complex.ofReal_pow _ _).trans h
  · intro y hy
    rw [overlap_basisStates, if_neg hy]

/-- The factor `√(N! / ∏ n_s!)` for a configuration with occupation numbers `n_s`. -/
def normFactor (x : Fin N → Fin d) : ℝ := √((N.factorial : ℝ) / occFactorial x)

/-- The symmetrised basis vector `e_x` multiplied by `√(N! / ∏ n_s!)`. -/
def fockState (x : Fin N → Fin d) : State N d :=
  fun z => (normFactor x : ℂ) * symmetrise (basisState x) z

/-- The rescaled symmetrised vectors have overlap one when their occupation numbers
agree and zero when they differ. -/
theorem fockState_orthonormal (x y : Fin N → Fin d) :
    overlap (fockState x) (fockState y) = if occ x = occ y then 1 else 0 := by
  have h1 : overlap (fockState x) (fockState y) = (normFactor x : ℂ) * normFactor y *
      overlap (symmetrise (basisState x)) (symmetrise (basisState y)) := by
    unfold overlap fockState
    rw [Finset.mul_sum]
    refine Finset.sum_congr rfl fun z _ => ?_
    rw [map_mul, Complex.conj_ofReal]
    ring
  rw [h1, overlap_basisStates]
  split_ifs with h
  · have hy : normFactor y = normFactor x := by
      unfold normFactor occFactorial
      rw [h]
    have hs : normFactor x * normFactor x = (N.factorial : ℝ) / occFactorial x :=
      Real.mul_self_sqrt (by positivity)
    have hN : (N.factorial : ℂ) ≠ 0 := Nat.cast_ne_zero.mpr N.factorial_ne_zero
    have hP : (occFactorial x : ℂ) ≠ 0 := Nat.cast_ne_zero.mpr
      (Finset.prod_pos fun s _ => Nat.factorial_pos (occ x s)).ne'
    rw [hy, ← Complex.ofReal_mul, hs, Complex.ofReal_div, Complex.ofReal_natCast,
      Complex.ofReal_natCast]
    field_simp
  · rw [mul_zero]

end

end BosonOccupationNorm
```

```lean
#print axioms BosonOccupationNorm.symmetrised_norm_and_orthogonality
#print axioms BosonOccupationNorm.fockState_orthonormal
```

```
'BosonOccupationNorm.symmetrised_norm_and_orthogonality' depends on axioms: [propext, Classical.choice, Quot.sound]
'BosonOccupationNorm.fockState_orthonormal' depends on axioms: [propext, Classical.choice, Quot.sound]
```

## Labelled particles and their symmetrised states

The type `Fin N → Fin d` is the set of configurations, and `State N d` assigns one amplitude to each of them. This is the $N$-fold tensor product of a $d$-dimensional one-particle space, written in a product basis. The vector `basisState x`, written $e_x$ below, is the product state in which particle $i$ sits in mode $x(i)$. It has amplitude 1 at $x$ and 0 elsewhere. The modes are orthonormal by construction, because `overlap` is the plain sum

$$\langle\varphi,\psi\rangle=\sum_z \overline{\varphi(z)}\,\psi(z),$$

conjugate-linear in the first argument, as is usual in physics.

A permutation $\sigma$ of the particles acts by $(\sigma\psi)(z)=\psi(z\circ\sigma)$, and the symmetriser is the average

$$(S\psi)(z)=\frac{1}{N!}\sum_{\sigma}\psi(z\circ\sigma).$$

The occupation number $n_s$ of mode $s$, `occ x s` in the file, counts the particles $i$ with $x(i)=s$. The product $\prod_s n_s!$ is `occFactorial x`.

The theorem `symmetrised_norm_and_orthogonality` makes two statements about any configuration $x$. The first is

$$\|S e_x\|^2=\frac{\prod_s n_s!}{N!}.$$

The second is that $\langle S e_x,S e_y\rangle=0$ for every $y$ whose occupation numbers differ from those of $x$ in at least one mode. The squared norm is written out as a sum of squared moduli because Mathlib's default norm on a function type such as `State N d` is the largest modulus, not the Hilbert-space norm.

Three particles with two in mode 0 and one in mode 1 give a quick check. The symmetriser turns $e_{001}$ into $(e_{001}+e_{010}+e_{100})/3$, whose squared norm is $3\cdot\frac19=\frac13$, and the formula gives $2!\,1!/3!=\frac13$.

## Amplitudes as counts of permutations

The amplitude of $S e_y$ at $x$ is an average of terms that are each 1 or 0:

$$(S e_y)(x)=\frac{1}{N!}\,\#\{\sigma : x\circ\sigma=y\}.$$

This is `symmetrise_basisState`, and its proof unfolds the definitions and replaces the sum of zeros and ones by a cardinality. In particular, the amplitude is a real number.

A symmetrised function does not notice a relabelling of the particles. For any permutation $\tau$,

$$(S\psi)(z\circ\tau)=\frac{1}{N!}\sum_\sigma\psi(z\circ\tau\circ\sigma)=(S\psi)(z),$$

since $\tau\sigma$ runs over all permutations when $\sigma$ does. The lemma `symmetrise_comp` carries out this change of summation variable with `Equiv.mulLeft τ`.

## Reducing the overlap to one amplitude

These two facts turn an overlap of two symmetrised states into a single amplitude. The amplitudes of $S e_x$ are real, so the complex conjugation has no effect, and

$$\langle S e_x,S\psi\rangle
=\frac{1}{N!}\sum_\sigma\sum_z [z\circ\sigma=x]\,(S\psi)(z),$$

where the bracket is 1 if the equation holds and 0 otherwise. For fixed $\sigma$, only $z=x\circ\sigma^{-1}$ contributes. Its contribution is $(S\psi)(x\circ\sigma^{-1})$, which equals $(S\psi)(x)$ by the symmetry just shown. The sum over $\sigma$ then has $N!$ equal terms, and

$$\langle S e_x,S\psi\rangle=(S\psi)(x).$$

The proof of `overlap_symmetrise` follows the same route. Its intermediate statement `hσ` evaluates the inner sum with `Finset.sum_eq_single`, `hreal` removes the conjugation, and the `calc` block exchanges the two sums and cancels $N!$. In operator language, this is the familiar step $\langle S e_x,S\psi\rangle=\langle e_x,S\psi\rangle$, which uses that $S$ is an orthogonal projector. The direct sum gets there without first establishing that property.

With $\psi=e_y$, the whole problem becomes one of counting:

$$\langle S e_x,S e_y\rangle=\frac{1}{N!}\,\#\{\sigma : x\circ\sigma=y\}.$$

## When a permutation connects two configurations

If $y=x\circ\sigma$, then $\sigma$ maps the particles that $y$ places in mode $s$ one-to-one onto those that $x$ places there, so all occupation numbers agree. Conversely, suppose that they agree. For each mode $s$, the set of particles that $y$ places in $s$ has the same size as the set that $x$ places in $s$, so one can choose a bijection from the first set to the second. Every particle belongs to exactly one such set on each side, and the chosen bijections join into one permutation $\sigma$ with $x(\sigma(i))=y(i)$ for all $i$.

The lemma `occ_eq_iff` states this equivalence. In its proof, `e` supplies the bijection for each mode, and `Equiv.sigmaFiberEquiv` decomposes the particle set into these groups and reassembles it.

Hence, if the occupations of $x$ and $y$ differ, no permutation connects them, the count is zero and the two symmetrised states are orthogonal.

## Counting the permutations that fix a configuration

For the norm, set $y=x$ and count the permutations with $x\circ\sigma=x$. Such a permutation must send each particle to a particle in the same mode. It therefore permutes the $n_s$ particles of mode $s$ among themselves, independently for each mode, which leaves

$$\prod_s n_s!$$

possibilities. An empty mode contributes $0!=1$. The lemma `card_fixing` takes this count from Mathlib's `DomMulAct.stabilizer_card` and rewrites it in terms of `occFactorial`.

If $x$ and $y$ are different configurations with equal occupations, choose $\sigma$ with $x\circ\sigma=y$. Relabelling invariance gives $(S e_y)(x)=(S e_y)(y)$, and the previous count applies to $y$. The complete result, `overlap_basisStates`, is

$$\langle S e_x,S e_y\rangle=
\begin{cases}\prod_s n_s!/N! & \text{if the occupations agree,}\\ 0 & \text{otherwise.}\end{cases}$$

The theorem on norm and orthogonality follows from the two cases. For the norm, the proof uses $\overline{a}\,a=|a|^2$ and then passes from an equation between complex numbers to one between real numbers.

The value also has a simple reading. There are $N!/\prod_s n_s!$ distinct configurations with the given occupations, and $S e_x$ spreads its amplitude evenly over them. The more ways there are to distribute the labels, the smaller the norm. If all particles share one mode, there is only one configuration and the norm is 1. If no mode holds more than one particle, the squared norm is $1/N!$.

## Normalised occupation-number states

Multiplying by the inverse of the norm gives

$$|x\rangle_{\mathrm F}=\sqrt{\frac{N!}{\prod_s n_s!}}\;S e_x ,$$

which is `fockState x`, with the square root stored in `normFactor x`. By `fockState_orthonormal`, the overlap of two such states is 1 if their occupations agree and 0 if they differ. The proof takes the two real prefactors out of the sum. When the occupations agree, the prefactors are equal and their product $N!/\prod_s n_s!$ cancels the overlap found above.

The states are still indexed by labelled configurations, so the list contains repetitions. Two unit vectors with overlap 1 are the same vector, and configurations with equal occupations therefore give the same state. Keeping one configuration for each list of occupation numbers $(n_0,n_1,\dots)$ leaves an orthonormal family, whose members are the usual states $|n_0,n_1,\dots\rangle$ at fixed $N$.

This supplies the normalisation of the occupation-number basis used for bosons in quantum mechanics, for a fixed particle number and finitely many orthonormal modes. No Hamiltonian enters, so the same basis serves interacting and non-interacting bosons. The theorems do not address whether these states span all symmetric wavefunctions, and they contain neither creation and annihilation operators nor the antisymmetric states of fermions.

## Converting amplitudes in an exact-diagonalisation code

A program that diagonalises a lattice-boson Hamiltonian typically stores one coefficient for each list of occupation numbers, whereas a wavefunction written for labelled particles has one amplitude for each configuration. The square-root factor converts between the two. For a symmetric wavefunction $\psi$, the relation $S\psi=\psi$ and the overlap formula give the coefficient

$$c_n=\sqrt{\frac{N!}{\prod_s n_s!}}\;\psi(x),$$

where $x$ is any configuration with occupations $n=(n_0,n_1,\dots)$.

For two particles in two modes, the three coefficients are

$$c_{(2,0)}=\psi(0,0),\qquad c_{(1,1)}=\sqrt2\,\psi(0,1),\qquad c_{(0,2)}=\psi(1,1).$$

The total probability is then the same in both descriptions:

$$|c_{(2,0)}|^2+|c_{(1,1)}|^2+|c_{(0,2)}|^2=|\psi(0,0)|^2+2|\psi(0,1)|^2+|\psi(1,1)|^2.$$

The factor 2 accounts for the equal amplitudes at $(0,1)$ and $(1,0)$. A conversion routine that omits the square root gives each list of occupations the weight of a single configuration, and the error shows up as a wrong total probability whenever $\psi(0,1)\neq0$.
